# Freezing the nonrelativistic component ratio lowers the energy expectation value of a free Dirac electron

## Fixing the small component in advance

A four-component calculation can tie each small-component coefficient to its large-component partner by the nonrelativistic ratio, instead of varying the two independently. For a free electron of momentum \(p\neq0\), the error of this step in the positive-energy solution can be bounded beforehand: the energy, taken as the expectation value in the normalised state, comes out too low, by less than \(p^6/(32c^4)\) in atomic units.

In atomic units, with energies counted from the rest energy and \(c>0\) the speed of light, one large and one small component are coupled by

\[
H=\begin{pmatrix}0&cp\\cp&-2c^2\end{pmatrix}.
\]

For components \((v_0,v_1)\) and energy \(E\), the second row of \(Hv=Ev\) gives \(v_1/v_0=cp/(E+2c^2)\). Neglecting \(E\) beside \(2c^2\) leaves the frozen ratio \(p/(2c)\).

## The statement and its Lean form

Let \(E_+\) be the greatest eigenvalue of \(H\) and \(F\) the Rayleigh quotient at \((1,p/(2c))\). For every real \(p\neq0\),

\[
F<E_+\quad\text{for all }c>0,\qquad \lim_{c\to\infty}c^4(E_+-F)=\frac{p^6}{32}.
\]

This is `frozen_ratio_underestimates`. The matrix is `diracMatrix c p`, and `v 0` and `v 1` are the large and small components. `frozenEnergy` is \(F\); since `rayleigh` divides by \(v\cdot v\), it is the expectation value in the normalised state \((2c,p)/\sqrt{4c^2+p^2}\). `upperEnergy` is defined by a formula, and `upperEnergy_isGreatest` identifies it as the greatest eigenvalue.

The condition `p ≠ 0` is needed for strictness: at \(p=0\) both energies vanish. The limit is taken at fixed \(p\). The model has no potential and a single momentum, so it gives no error estimate for an atom.

## Derivation

**The upper eigenvalue.** The eigenvalue equations are

\[
cp\,v_1=Ev_0,\qquad cp\,v_0-2c^2v_1=Ev_1 .
\]

Eliminating either component shows that \(E^2+2c^2E-c^2p^2\) times the other is zero. As \(v\neq0\), this polynomial vanishes, so \((E+c^2)^2=S^2\) with \(S=\sqrt{c^4+c^2p^2}\). The larger root is \(E_+=S-c^2\), with eigenvector \((S+c^2,cp)\), or \((S+c^2,cp)/\sqrt{2S(S+c^2)}\) when normalised.

**The frozen energy.** With \(x=p/(2c)\),

\[
F=\frac{2cpx-2c^2x^2}{1+x^2}=\frac{p^2/2}{1+p^2/(4c^2)}=\frac{2c^2p^2}{4c^2+p^2}.
\]

**The gap.** Put \(D=4c^2+p^2\). Then

\[
E_+-F=\frac{DS-c^2(4c^2+3p^2)}{D}.
\]

Multiply numerator and denominator by \(DS+c^2(4c^2+3p^2)\). The new numerator is

\[
c^2\left[(4c^2+p^2)^2(c^2+p^2)-c^2(4c^2+3p^2)^2\right]=c^2p^6,
\]

because the terms in \(c^6\), \(c^4p^2\) and \(c^2p^4\) cancel. Hence

\[
E_+-F=\frac{c^2p^6}{D\left(DS+c^2(4c^2+3p^2)\right)}>0 .
\]

**The limit and the bound.** With \(t=p^2/c^2\),

\[
c^4(E_+-F)=\frac{p^6}{(4+t)\left((4+t)\sqrt{1+t}+4+3t\right)}\longrightarrow\frac{p^6}{4\cdot 8}\quad(t\to0).
\]

At finite \(c\), \(D>4c^2\) and \(S>c^2\) make the denominator of the gap larger than \(4c^2\cdot8c^4\), so \(E_+-F<p^6/(32c^4)\).

**The nonrelativistic energy.** Since \((c^2+p^2/2)^2=S^2+p^4/4>S^2\), we have \(E_+<p^2/2\). The nonrelativistic energy \(p^2/2\), which is also what the first row of \(Hv=Ev\) gives when the frozen ratio is inserted, therefore errs upwards.

## The Lean file

```lean
import Mathlib

open Matrix Filter Topology

namespace FixedSmallComponentRatio

noncomputable section

/-- The free Dirac Hamiltonian for one large and one small component at momentum `p` and
speed of light `c`, in atomic units, with energies counted from the rest energy. -/
def diracMatrix (c p : ℝ) : Matrix (Fin 2) (Fin 2) ℝ :=
  !![0, c * p; c * p, -2 * c ^ 2]

/-- The Rayleigh quotient of a real matrix at a nonzero vector `v`. -/
def rayleigh (M : Matrix (Fin 2) (Fin 2) ℝ) (v : Fin 2 → ℝ) : ℝ :=
  (v ⬝ᵥ M *ᵥ v) / (v ⬝ᵥ v)

/-- The energy obtained when the ratio of small to large component is frozen at its
nonrelativistic value `p / (2c)`, for `c ≠ 0`. -/
def frozenEnergy (c p : ℝ) : ℝ :=
  rayleigh (diracMatrix c p) ![1, p / (2 * c)]

/-- The relativistic kinetic energy `√(c⁴ + c²p²) - c²`. -/
def upperEnergy (c p : ℝ) : ℝ :=
  √(c ^ 4 + c ^ 2 * p ^ 2) - c ^ 2

/-- The Dirac eigenvalue equation, written out for the large and the small component. -/
theorem eigen_iff (c p E : ℝ) (v : Fin 2 → ℝ) :
    diracMatrix c p *ᵥ v = E • v ↔
      c * p * v 1 = E * v 0 ∧ c * p * v 0 + -2 * c ^ 2 * v 1 = E * v 1 := by
  have h0 : (diracMatrix c p *ᵥ v) 0 = c * p * v 1 := by
    simp [diracMatrix, Matrix.mulVec, dotProduct, Fin.sum_univ_two]
  have h1 : (diracMatrix c p *ᵥ v) 1 = c * p * v 0 + -2 * c ^ 2 * v 1 := by
    simp [diracMatrix, Matrix.mulVec, dotProduct, Fin.sum_univ_two]
  constructor
  · intro h
    exact ⟨h0.symm.trans (congrFun h 0), h1.symm.trans (congrFun h 1)⟩
  · intro h
    exact funext (Fin.forall_fin_two.2 ⟨h0.trans h.1, h1.trans h.2⟩)

/-- For `c > 0`, the relativistic kinetic energy is the largest eigenvalue of the
Dirac matrix. -/
theorem upperEnergy_isGreatest {c : ℝ} (hc : 0 < c) (p : ℝ) :
    IsGreatest {E : ℝ | ∃ v : Fin 2 → ℝ, v ≠ 0 ∧ diracMatrix c p *ᵥ v = E • v}
      (upperEnergy c p) := by
  have hS : √(c ^ 4 + c ^ 2 * p ^ 2) ^ 2 = c ^ 4 + c ^ 2 * p ^ 2 :=
    Real.sq_sqrt (by positivity)
  constructor
  · -- an explicit eigenvector
    refine ⟨![√(c ^ 4 + c ^ 2 * p ^ 2) + c ^ 2, c * p], ?_, (eigen_iff _ _ _ _).2 ⟨?_, ?_⟩⟩
    · intro h
      have h0 : √(c ^ 4 + c ^ 2 * p ^ 2) + c ^ 2 = 0 := congrFun h 0
      have hpos : 0 < √(c ^ 4 + c ^ 2 * p ^ 2) + c ^ 2 := by positivity
      exact hpos.ne' h0
    · show c * p * (c * p) = (√(c ^ 4 + c ^ 2 * p ^ 2) - c ^ 2) *
        (√(c ^ 4 + c ^ 2 * p ^ 2) + c ^ 2)
      linear_combination -hS
    · show c * p * (√(c ^ 4 + c ^ 2 * p ^ 2) + c ^ 2) + -2 * c ^ 2 * (c * p) =
        (√(c ^ 4 + c ^ 2 * p ^ 2) - c ^ 2) * (c * p)
      ring
  · -- every eigenvalue solves the secular equation
    rintro E ⟨v, hv, h⟩
    obtain ⟨a, b⟩ := (eigen_iff _ _ _ _).1 h
    have hE : E ^ 2 + 2 * c ^ 2 * E - c ^ 2 * p ^ 2 = 0 := by
      by_contra hne
      have k0 : (E ^ 2 + 2 * c ^ 2 * E - c ^ 2 * p ^ 2) * v 0 = 0 := by
        linear_combination (-(E + 2 * c ^ 2)) * a - c * p * b
      have k1 : (E ^ 2 + 2 * c ^ 2 * E - c ^ 2 * p ^ 2) * v 1 = 0 := by
        linear_combination (-E) * b - c * p * a
      exact hv (funext (Fin.forall_fin_two.2
        ⟨(mul_eq_zero.1 k0).resolve_left hne, (mul_eq_zero.1 k1).resolve_left hne⟩))
    have hsq : (E + c ^ 2) ^ 2 ≤ c ^ 4 + c ^ 2 * p ^ 2 := by linarith
    have hle := (le_abs_self _).trans (Real.abs_le_sqrt hsq)
    unfold upperEnergy
    linarith

/-- For `c > 0`, the frozen-ratio energy is `2c²p² / (4c² + p²)`. -/
theorem frozenEnergy_eq {c : ℝ} (hc : 0 < c) (p : ℝ) :
    frozenEnergy c p = 2 * c ^ 2 * p ^ 2 / (4 * c ^ 2 + p ^ 2) := by
  have hx : c * (p / (2 * c)) = p / 2 := by field_simp
  unfold frozenEnergy rayleigh
  generalize p / (2 * c) = x at hx ⊢
  have hn : ![1, x] ⬝ᵥ diracMatrix c p *ᵥ ![1, x] = 2 * c * p * x - 2 * c ^ 2 * x ^ 2 := by
    simp [diracMatrix, Matrix.mulVec, dotProduct, Fin.sum_univ_two]
    ring
  have hd : ![1, x] ⬝ᵥ ![1, x] = 1 + x ^ 2 := by
    simp [dotProduct, Fin.sum_univ_two, pow_two]
  have hx2 : c ^ 2 * x ^ 2 = p ^ 2 / 4 := by
    linear_combination (c * x + p / 2) * hx
  rw [hn, hd, div_eq_div_iff (by positivity) (by positivity)]
  linear_combination (2 * p * (4 * c ^ 2 + p ^ 2)) * hx
    - (2 * (4 * c ^ 2 + p ^ 2) + 2 * p ^ 2) * hx2

/-- The exact error of the frozen component ratio at any `c > 0`. -/
theorem energy_gap {c : ℝ} (hc : 0 < c) (p : ℝ) :
    upperEnergy c p - frozenEnergy c p =
      c ^ 2 * p ^ 6 / ((4 * c ^ 2 + p ^ 2) *
        ((4 * c ^ 2 + p ^ 2) * √(c ^ 4 + c ^ 2 * p ^ 2) + c ^ 2 * (4 * c ^ 2 + 3 * p ^ 2))) := by
  have hS : √(c ^ 4 + c ^ 2 * p ^ 2) ^ 2 = c ^ 4 + c ^ 2 * p ^ 2 :=
    Real.sq_sqrt (by positivity)
  have hF := (eq_div_iff (by positivity)).1 (frozenEnergy_eq hc p)
  rw [eq_div_iff (by positivity)]
  unfold upperEnergy
  -- multiply by the conjugate expression; only the sixth power of `p` survives
  linear_combination (4 * c ^ 2 + p ^ 2) ^ 2 * hS
    - ((4 * c ^ 2 + p ^ 2) * √(c ^ 4 + c ^ 2 * p ^ 2) + c ^ 2 * (4 * c ^ 2 + 3 * p ^ 2)) * hF

/-- At nonzero momentum the frozen-ratio energy lies strictly below the upper Dirac
eigenvalue for every `c > 0`, and `c⁴` times the gap tends to `p⁶/32` as `c → ∞`. -/
theorem frozen_ratio_underestimates {p : ℝ} (hp : p ≠ 0) :
    (∀ c : ℝ, 0 < c → frozenEnergy c p < upperEnergy c p) ∧
      Tendsto (fun c : ℝ => c ^ 4 * (upperEnergy c p - frozenEnergy c p)) atTop
        (𝓝 (p ^ 6 / 32)) := by
  constructor
  · intro c hc
    rw [← sub_pos, energy_gap hc p]
    positivity
  · -- the scaled gap depends on `c` only through `t = p² / c²`
    have key : ∀ c : ℝ, 0 < c → c ^ 4 * (upperEnergy c p - frozenEnergy c p) =
        p ^ 6 / ((4 + p ^ 2 / c ^ 2) *
          ((4 + p ^ 2 / c ^ 2) * √(1 + p ^ 2 / c ^ 2) + (4 + 3 * (p ^ 2 / c ^ 2)))) := by
      intro c hc
      have hc2 : c ^ 2 ≠ 0 := by positivity
      have hc6 : c ^ 6 ≠ 0 := by positivity
      obtain ⟨t, ht⟩ : ∃ t, t = p ^ 2 / c ^ 2 := ⟨_, rfl⟩
      have htp : t * c ^ 2 = p ^ 2 := (eq_div_iff hc2).1 ht
      have hS : √(c ^ 4 + c ^ 2 * p ^ 2) = c ^ 2 * √(1 + t) := by
        rw [show c ^ 4 + c ^ 2 * p ^ 2 = (c ^ 2) ^ 2 * (1 + t) by
          linear_combination (-c ^ 2) * htp, Real.sqrt_mul (sq_nonneg _),
          Real.sqrt_sq (sq_nonneg c)]
      have hden : (4 * c ^ 2 + p ^ 2) * ((4 * c ^ 2 + p ^ 2) * √(c ^ 4 + c ^ 2 * p ^ 2)
          + c ^ 2 * (4 * c ^ 2 + 3 * p ^ 2)) =
          c ^ 6 * ((4 + t) * ((4 + t) * √(1 + t) + (4 + 3 * t))) := by
        rw [hS, ← htp]
        ring
      rw [energy_gap hc p, hden, ← ht, ← mul_div_assoc,
        show c ^ 4 * (c ^ 2 * p ^ 6) = c ^ 6 * p ^ 6 by ring, mul_div_mul_left _ _ hc6]
    have hlim : Tendsto (fun c : ℝ => p ^ 2 / c ^ 2) atTop (𝓝 0) :=
      tendsto_const_nhds.div_atTop (tendsto_pow_atTop two_ne_zero)
    have hg : ContinuousAt (fun t : ℝ =>
        p ^ 6 / ((4 + t) * ((4 + t) * √(1 + t) + (4 + 3 * t)))) 0 := by
      refine ContinuousAt.div (by fun_prop) (by fun_prop) ?_
      norm_num
    have hv : p ^ 6 / ((4 + 0) * ((4 + 0) * √(1 + 0) + (4 + 3 * 0))) = p ^ 6 / 32 := by
      norm_num
    rw [← hv]
    refine (hg.tendsto.comp hlim).congr' ?_
    filter_upwards [eventually_gt_atTop (0 : ℝ)] with c hc
    exact (key c hc).symm

/-- For `c > 0` and nonzero momentum, the error of the frozen ratio is smaller than
`p⁶ / (32c⁴)`. -/
theorem energy_gap_lt {c p : ℝ} (hc : 0 < c) (hp : p ≠ 0) :
    upperEnergy c p - frozenEnergy c p < p ^ 6 / (32 * c ^ 4) := by
  have hp2 : 0 < p ^ 2 := by positivity
  have hp6 : 0 < p ^ 6 := by positivity
  have hcp : 0 < c ^ 2 * p ^ 2 := by positivity
  have hS : c ^ 2 ≤ √(c ^ 4 + c ^ 2 * p ^ 2) :=
    (le_abs_self _).trans (Real.abs_le_sqrt (by nlinarith))
  rw [energy_gap hc p, div_lt_div_iff₀ (by positivity) (by positivity)]
  -- bound both factors of the denominator from below
  have h1 : 4 * c ^ 2 < 4 * c ^ 2 + p ^ 2 := by linarith
  have h2 : 8 * c ^ 4 < (4 * c ^ 2 + p ^ 2) * √(c ^ 4 + c ^ 2 * p ^ 2)
      + c ^ 2 * (4 * c ^ 2 + 3 * p ^ 2) := by
    have hD : 0 ≤ 4 * c ^ 2 + p ^ 2 := by positivity
    nlinarith [mul_nonneg hD (sub_nonneg.2 hS)]
  have h3 := mul_lt_mul'' h1 h2 (by positivity) (by positivity)
  have h4 := mul_lt_mul_of_pos_left h3 hp6
  calc c ^ 2 * p ^ 6 * (32 * c ^ 4) = p ^ 6 * (4 * c ^ 2 * (8 * c ^ 4)) := by ring
    _ < _ := h4

/-- For `c > 0` and nonzero momentum, the upper Dirac eigenvalue lies strictly below the
nonrelativistic kinetic energy `p²/2`. -/
theorem upperEnergy_lt_nonrelativistic {c p : ℝ} (hc : 0 < c) (hp : p ≠ 0) :
    upperEnergy c p < p ^ 2 / 2 := by
  have hp4 : 0 < p ^ 4 := by positivity
  have h : √(c ^ 4 + c ^ 2 * p ^ 2) < c ^ 2 + p ^ 2 / 2 :=
    (Real.sqrt_lt' (by positivity)).2 (by nlinarith)
  unfold upperEnergy
  linarith

end

end FixedSmallComponentRatio
```

```lean
#print axioms FixedSmallComponentRatio.upperEnergy_isGreatest
#print axioms FixedSmallComponentRatio.frozen_ratio_underestimates
#print axioms FixedSmallComponentRatio.energy_gap_lt
#print axioms FixedSmallComponentRatio.upperEnergy_lt_nonrelativistic
```

```
'FixedSmallComponentRatio.upperEnergy_isGreatest' depends on axioms: [propext, Classical.choice, Quot.sound]
'FixedSmallComponentRatio.frozen_ratio_underestimates' depends on axioms: [propext, Classical.choice, Quot.sound]
'FixedSmallComponentRatio.energy_gap_lt' depends on axioms: [propext, Classical.choice, Quot.sound]
'FixedSmallComponentRatio.upperEnergy_lt_nonrelativistic' depends on axioms: [propext, Classical.choice, Quot.sound]
```

## From the algebra to the proof

`eigen_iff` turns the matrix equation into the two component equations. `upperEnergy_isGreatest` first supplies the eigenvector above, then shows that no eigenvalue exceeds \(E_+\). There, `k0` and `k1` are the two eliminations; if the polynomial were nonzero, both components would vanish, contradicting `v ≠ 0`.

`frozenEnergy_eq` replaces the ratio by `x`, keeps only the relation \(cx=p/2\), and computes numerator and norm separately. In `energy_gap`, `eq_div_iff` clears the denominator, and `linear_combination` carries out the multiplication by the conjugate, using \(S^2=c^4+c^2p^2\) and the formula for \(F\).

In the main theorem, `positivity` reads the strict inequality off the gap formula. For the limit, `key` rewrites the scaled gap in terms of \(t\), `hlim` gives \(t\to0\), and `hg` gives continuity at zero. The rewriting is proved under the hypothesis \(c>0\), which `filter_upwards` supplies for all sufficiently large \(c\).

`energy_gap_lt` multiplies the lower bounds `h1` and `h2` on the two factors of the denominator. `upperEnergy_lt_nonrelativistic` compares squares through `Real.sqrt_lt'`.
